# The kick-rotate-kick velocity update as the unique solution of u − v = 2a + (u + v) × t

The theorem `borisPush_iff` concerns one velocity update in an electric and a magnetic field, with the half kick `a` and the rotation vector `t` given as arbitrary real three-dimensional vectors. It states that a new velocity `u` satisfies the implicit equation u − v = 2a + (u + v) × t exactly when `u` is obtained from the old velocity `v` by adding `a`, applying the explicit magnetic rotation, and adding `a` again. The rotation sends any velocity w to w + (w + w × t) × 2t/(1 + |t|²); here it acts on w = v + a, and `t` need not be small or normalised. The plan of the proof is to move the second kick to the other side of the explicit formula, so that `implicit_iff`, the same result without the electric kick, applies to u − a and v + a, and to leave the rest to linear algebra.

This version doesn't compile in Lean 4 with Mathlib:

```lean
import Mathlib

open Matrix

namespace MagneticRotationStep

noncomputable section

/-- Vectors of three-dimensional space, in Cartesian components. -/
abbrev Vec := Fin 3 → ℝ

/-- The explicit magnetic rotation `v + (v + v × t) × (2t / (1 + |t|²))` of a velocity `v`,
for a rotation vector `t` along the magnetic field. -/
def borisRotation (t v : Vec) : Vec :=
  v + (v + v ⨯₃ t) ⨯₃ ((2 / (1 + t ⬝ᵥ t)) • t)

/-- The velocity update with an electric field: a half kick `a`, the magnetic rotation,
and a second half kick `a`. -/
def borisPush (a t v : Vec) : Vec := borisRotation t (v + a) + a

/-- Two vectors are equal exactly when their three Cartesian components agree. -/
theorem vec_eq_iff (a b : Vec) : a = b ↔ a 0 = b 0 ∧ a 1 = b 1 ∧ a 2 = b 2 := by
  constructor
  · intro h
    rw [h]
    exact ⟨rfl, rfl, rfl⟩
  · rintro ⟨h0, h1, h2⟩
    ext i
    fin_cases i
    exacts [h0, h1, h2]

/-- The Cartesian components of the cross product. -/
theorem cross_coords (a b : Vec) :
    (a ⨯₃ b) 0 = a 1 * b 2 - a 2 * b 1 ∧ (a ⨯₃ b) 1 = a 2 * b 0 - a 0 * b 2 ∧
      (a ⨯₃ b) 2 = a 0 * b 1 - a 1 * b 0 := by
  refine ⟨?_, ?_, ?_⟩ <;> simp [cross_apply]

/-- The implicit equation `w - v = (w + v) × t` has the explicit magnetic rotation of `v`
as its one and only solution. -/
theorem implicit_iff (t v w : Vec) :
    w - v = (w + v) ⨯₃ t ↔ w = borisRotation t v := by
  have hd : 0 < 1 + t ⬝ᵥ t := by
    simp only [dotProduct, Fin.sum_univ_three]
    nlinarith [sq_nonneg (t 0), sq_nonneg (t 1), sq_nonneg (t 2)]
  have hd' := hd.ne'
  obtain ⟨c, hcdef⟩ : ∃ c : ℝ, c = 2 / (1 + t ⬝ᵥ t) := ⟨_, rfl⟩
  have hc : c * (1 + t ⬝ᵥ t) = 2 := by
    rw [hcdef]
    field_simp
  unfold borisRotation
  rw [← hcdef, vec_eq_iff, vec_eq_iff]
  simp only [dotProduct, Fin.sum_univ_three] at hc
  simp only [Pi.add_apply, Pi.sub_apply, Pi.smul_apply, smul_eq_mul, cross_coords]
  constructor
  · -- invert the linear map `w ↦ w - w × t`
    rintro ⟨e0, e1, e2⟩
    refine ⟨?_, ?_, ?_⟩
    · linear_combination c / 2 * ((1 + t 0 ^ 2) * e0 + (t 2 + t 0 * t 1) * e1
        + (-t 1 + t 0 * t 2) * e2) - (w 0 - v 0) / 2 * hc
    · linear_combination c / 2 * ((-t 2 + t 0 * t 1) * e0 + (1 + t 1 ^ 2) * e1
        + (t 0 + t 1 * t 2) * e2) - (w 1 - v 1) / 2 * hc
    · linear_combination c / 2 * ((t 1 + t 0 * t 2) * e0 + (-t 0 + t 1 * t 2) * e1
        + (1 + t 2 ^ 2) * e2) - (w 2 - v 2) / 2 * hc
  · -- insert the explicit formula
    rintro ⟨e0, e1, e2⟩
    refine ⟨?_, ?_, ?_⟩
    · linear_combination e0 - t 2 * e1 + t 1 * e2 + (v 1 * t 2 - v 2 * t 1) * hc
    · linear_combination e1 - t 0 * e2 + t 2 * e0 + (v 2 * t 0 - v 0 * t 2) * hc
    · linear_combination e2 - t 1 * e0 + t 0 * e1 + (v 0 * t 1 - v 1 * t 0) * hc

/-- With an electric half kick `a`, the kick-rotate-kick update is the one and only solution
of the implicit velocity equation `u - v = 2a + (u + v) × t`. -/
theorem borisPush_iff (a t v u : Vec) :
    u - v = (2 : ℝ) • a + (u + v) ⨯₃ t ↔ u = borisPush a t v := by
  unfold borisPush
  rw [← sub_eq_iff_eq_add, ← implicit_iff, show u - a + (v + a) = u + v by abel]
  constructor <;> intro h <;> linear_combination (norm := module) h

end

end MagneticRotationStep
```

Messages:

```
Main.lean:76:27: error: Tactic `rewrite` failed: Did not find an occurrence of the pattern
  ?w = borisRotation ?t ?v
in the target expression
  u - v - (crossProduct (u + v)) t = 2 • a ↔ u = borisRotation t (v + a) + a

a t v u : Vec
⊢ u - v - (crossProduct (u + v)) t = 2 • a ↔ u = borisRotation t (v + a) + a
```

What went wrong. The message says that `← implicit_iff` found no equation of the form `?w = borisRotation ?t ?v`. The cause is the rewrite before it. Read backwards, `sub_eq_iff_eq_add` turns an equation `x = y + z` into `x - z = y`, and both sides of the goal's equivalence have that form. `rw` took the first, the implicit equation, and moved its cross product to the left, as the printed goal shows. The explicit formula kept its final `+ a`, so its right side was not a bare `borisRotation`.

The repair states the intended step as `hk`, for the explicit formula alone. Its left side does not match the implicit equation, so `rw [hk]` changes only the explicit formula, to `u - a = borisRotation t (v + a)`, which `← implicit_iff` can rewrite. The arguments now given to `implicit_iff` only spell out the instance that this equation already determines. The rewrite of the sum to `u + v` and the closing line are unchanged.

This version goes through:

```diff
@@ -74,5 +74,7 @@
     u - v = (2 : ℝ) • a + (u + v) ⨯₃ t ↔ u = borisPush a t v := by
   unfold borisPush
-  rw [← sub_eq_iff_eq_add, ← implicit_iff, show u - a + (v + a) = u + v by abel]
+  have hk : u = borisRotation t (v + a) + a ↔ u - a = borisRotation t (v + a) :=
+    sub_eq_iff_eq_add.symm
+  rw [hk, ← implicit_iff t (v + a) (u - a), show u - a + (v + a) = u + v by abel]
   constructor <;> intro h <;> linear_combination (norm := module) h
 
```
